# The characteristic polynomial of the allyl Hückel matrix is that of its two-cell quotient times X − α

In the Hückel model, where electrons do not interact, the allyl chain is a 3 × 3 real matrix with site energy `α` on the diagonal and hopping `β` between neighbouring atoms. Grouping the two end atoms into one cell and the middle atom into another gives a 2 × 2 quotient matrix, with off-diagonal entries `β` and `2 * β`. The theorem says that, for all real `α` and `β`, the characteristic polynomial of the chain is that of the quotient times `X - α`, so the chain's orbital energies are the quotient's two eigenvalues together with `α`. The attempt expands both determinants with `simp` and leaves the comparison of the resulting polynomials to `ring`.

As first written in Lean, the proof fails:

```lean
import Mathlib

open Matrix

namespace AllylCharpoly

/-- The Hückel matrix of the allyl chain, with site energy `α` and hopping `β`. -/
def allyl (α β : ℝ) : Matrix (Fin 3) (Fin 3) ℝ := !![α, β, 0; β, α, β; 0, β, α]

/-- The quotient matrix of the allyl chain on the cells "end atoms" and "middle atom". -/
def allylQuotient (α β : ℝ) : Matrix (Fin 2) (Fin 2) ℝ := !![α, β; 2 * β, α]

/-- The characteristic polynomial of allyl is that of its two-cell quotient times `X - α`. -/
theorem allyl_charpoly (α β : ℝ) :
    (allyl α β).charpoly =
      (allylQuotient α β).charpoly * (Polynomial.X - Polynomial.C α) := by
  simp [Matrix.charpoly, Matrix.det_fin_three, Matrix.det_fin_two, Matrix.charmatrix_apply,
    allyl, allylQuotient]
  ring

end AllylCharpoly
```

Compiling this gives:

```
Try this:
  [apply] ring_nf
  
  The `ring` tactic failed to close the goal. Use `ring_nf` to obtain a normal form.
    
  Note that `ring` works primarily in *commutative* rings. If you have a noncommutative ring, abelian group or module, consider using `noncomm_ring`, `abel` or `module` instead.
Main.lean:16:72: error: unsolved goals
α β : ℝ
⊢ Polynomial.X * Polynomial.C α ^ 2 * 3 - Polynomial.X * Polynomial.C β ^ 2 * 2 -
            Polynomial.X ^ 2 * Polynomial.C α * 3 +
          Polynomial.X ^ 3 +
        Polynomial.C α * Polynomial.C β ^ 2 * 2 -
      Polynomial.C α ^ 3 =
    Polynomial.X * Polynomial.C α ^ 2 * 3 - Polynomial.X * Polynomial.C β ^ 2 * Polynomial.C 2 -
            Polynomial.X ^ 2 * Polynomial.C α * 3 +
          Polynomial.X ^ 3 +
        Polynomial.C α * Polynomial.C β ^ 2 * Polynomial.C 2 -
      Polynomial.C α ^ 3
Main.lean:17:67: warning: This simp argument is unused:
  Matrix.charmatrix_apply

Hint: Omit it from the simp argument list.
  [apply] simp [Matrix.charpoly, Matrix.det_fin_three, Matrix.det_fin_two, allyl, allylQuotient]

Note: This linter can be disabled with `set_option linter.unusedSimpArgs false`
```

The error shows what is left after `ring` fails to close the goal and falls back to `ring_nf`. The two sides agree except that the left has the number `2` where the right has `Polynomial.C 2`, the constant polynomial. The left-hand `2` comes from adding two equal terms in `β`. The right-hand one comes from the entry `2 * β`, whose image under `Polynomial.C` has been split into `Polynomial.C 2 * Polynomial.C β`. The two are equal, but `ring` treats `Polynomial.C 2` as an opaque atom and does not use that fact.

The repair proves the equality as `h2`, using `map_ofNat`: the ring homomorphism `Polynomial.C` sends the numeral `2` to `2`. The sides differ by `(X - C α) * C β ^ 2` times `C 2 - 2`, so `linear_combination` with that coefficient on `h2` closes the goal.

Dropping `Matrix.charmatrix_apply` is mere tidying: the warning says `simp` never used it.

The repair, with which the file compiles:

```diff
@@ -15,7 +15,8 @@
     (allyl α β).charpoly =
       (allylQuotient α β).charpoly * (Polynomial.X - Polynomial.C α) := by
-  simp [Matrix.charpoly, Matrix.det_fin_three, Matrix.det_fin_two, Matrix.charmatrix_apply,
-    allyl, allylQuotient]
-  ring
+  simp [Matrix.charpoly, Matrix.det_fin_three, Matrix.det_fin_two, allyl, allylQuotient]
+  -- the constant polynomial 2 is the number 2
+  have h2 : (Polynomial.C 2 : Polynomial ℝ) = 2 := map_ofNat Polynomial.C 2
+  linear_combination (Polynomial.X - Polynomial.C α) * Polynomial.C β ^ 2 * h2
 
 end AllylCharpoly
```
